# Boltzmann weights of integer charge states have a finite sum when the energy grows quadratically

The charge states are labelled by all integers n, positive and negative, and state n has the unnormalised Boltzmann weight exp(−b(n − x)²), where x is any real offset and b > 0. The theorem says that the sum of these weights over n converges; it does not give the sum's value. The proof takes the terms of the Jacobi theta series, with both arguments purely imaginary, and uses Mathlib's criterion for their summability. The norms of these terms, multiplied by the constant exp(−bx²), should be exactly the Boltzmann weights.

Lean 4 with Mathlib refuses this proof:

```lean
import Mathlib

open Real

namespace SummableBoltzmann

noncomputable section

/-- For `b > 0` the Boltzmann weights of the charge states have a finite sum. -/
theorem summable_boltzmann {b : ℝ} (hb : 0 < b) (x : ℝ) :
    Summable fun n : ℤ => exp (-b * ((n : ℝ) - x) ^ 2) := by
  have him : ∀ r : ℝ, ((r : ℂ) * Complex.I).im = r := fun r => by simp
  have h := (summable_jacobiTheta₂_term_iff (((-(b * x / π) : ℝ) : ℂ) * Complex.I)
    (((b / π : ℝ) : ℂ) * Complex.I)).mpr (by rw [him]; positivity)
  have h2 := h.norm.mul_left (exp (-b * x ^ 2))
  convert h2 using 1
  ext n
  rw [norm_jacobiTheta₂_term, him, him, ← Real.exp_add]
  congr 1
  field_simp
  ring

end

end SummableBoltzmann
```

The compiler's answer:

```
Main.lean:18:6: error: Tactic `rewrite` failed: Did not find an occurrence of the pattern
  ‖jacobiTheta₂_term ?n ?z ?τ‖
in the target expression
  n + x✝ = n + x✝

case e'_3
b : ℝ
hb : 0 < b
x : ℝ
him : ∀ (r : ℝ), (↑r * Complex.I).im = r
h : Summable fun x_1 => jacobiTheta₂_term x_1 (↑(-(b * x / π)) * Complex.I) (↑(b / π) * Complex.I)
h2 : Summable fun i => rexp (-b * x ^ 2) * ‖jacobiTheta₂_term i (↑(-(b * x / π)) * Complex.I) (↑(b / π) * Complex.I)‖
n x✝ : ℝ
⊢ n + x✝ = n + x✝
```

The message says that `rw` found no theta term to rewrite, and the goal it prints, `n + x✝ = n + x✝`, is not about the weights at all. `Summable` depends on an addition structure on the reals as well as on the function being summed. `convert h2 using 1` compared the two statements argument by argument and left an equation between two forms of that structure. `ext n` then reduced this equation to one between sums of two real numbers, so here `n` is a real number and not the integer label of a charge state. The next line, `rw [norm_jacobiTheta₂_term, ...]`, was meant for the weights but met this goal first.

The repair replaces `convert` and `ext` with `summable_congr`, which says that two functions equal at every point are either both summable or both not. Lean now accepts the two forms of the addition structure as the same when it checks `h2` against the lemma. The only goal left is the equality of the two summands at an integer `n`, where the theta term is present and the old `rw` works.

After these edits no error is left:

```diff
@@ -14,6 +14,5 @@
     (((b / π : ℝ) : ℂ) * Complex.I)).mpr (by rw [him]; positivity)
   have h2 := h.norm.mul_left (exp (-b * x ^ 2))
-  convert h2 using 1
-  ext n
+  refine (summable_congr fun n => ?_).mpr h2
   rw [norm_jacobiTheta₂_term, him, him, ← Real.exp_add]
   congr 1
```
